# The Cholesky factor of a banded matrix has no fill outside the band

Let S = L Lᵀ be a real 2 × 2 matrix with L lower triangular, rows and columns numbered from 0: then S_10 = L_10 L_00, so S_10 = 0 and L_00 > 0 force L_10 = 0. In a larger matrix the same one-term product appears at each zero that comes before the first nonzero entry of a row, taken from the left, and it keeps the Cholesky factor inside the band.

```lean
import Mathlib

open Matrix

namespace BandedCholesky

variable {𝕜 : Type*} [RCLike 𝕜] {n : ℕ}

/-- `L` is a Cholesky factor of `S`: it is lower triangular, has a positive real diagonal,
and satisfies `S = L Lᴴ`. -/
structure IsCholeskyFactor (L S : Matrix (Fin n) (Fin n) 𝕜) : Prop where
  lower : ∀ i j, i < j → L i j = 0
  diag_pos : ∀ i, ∃ r : ℝ, 0 < r ∧ L i i = (r : 𝕜)
  factor : S = L * Lᴴ

/-- `S` has half-bandwidth `b`: entries whose row and column numbers differ by more than `b`
vanish. -/
def HasBandwidth (b : ℕ) (S : Matrix (Fin n) (Fin n) 𝕜) : Prop :=
  ∀ i j : Fin n, ((i : ℕ) + b < j ∨ (j : ℕ) + b < i) → S i j = 0

/-- If row `i` of the Cholesky factor vanishes to the left of column `j`, the matrix entry
`S i j` is the single product of `L i j` with the conjugated pivot `L j j`. -/
theorem IsCholeskyFactor.entry_eq {L S : Matrix (Fin n) (Fin n) 𝕜}
    (h : IsCholeskyFactor L S) {i j : Fin n} (h0 : ∀ k, k < j → L i k = 0) :
    S i j = L i j * star (L j j) := by
  rw [h.factor, Matrix.mul_apply, Finset.sum_eq_single j]
  · rw [Matrix.conjTranspose_apply]
  · intro k _ hk
    rcases lt_or_gt_of_ne hk with hlt | hgt
    · rw [h0 k hlt, zero_mul]
    · rw [Matrix.conjTranspose_apply, h.lower j k hgt, star_zero, mul_zero]
  · intro hj
    exact absurd (Finset.mem_univ j) hj

/-- Envelope preservation: the first `p` entries of a row of `S` all vanish exactly when the
first `p` entries of the same row of its Cholesky factor do. -/
theorem IsCholeskyFactor.row_envelope {L S : Matrix (Fin n) (Fin n) 𝕜}
    (h : IsCholeskyFactor L S) (i : Fin n) (p : ℕ) :
    (∀ j : Fin n, (j : ℕ) < p → S i j = 0) ↔ (∀ j : Fin n, (j : ℕ) < p → L i j = 0) := by
  constructor
  · intro hS
    -- eliminate the columns from left to right
    have key : ∀ m : ℕ, ∀ j : Fin n, (j : ℕ) = m → (j : ℕ) < p → L i j = 0 := by
      intro m
      induction m using Nat.strong_induction_on with
      | _ m ih =>
        intro j hjm hj
        have h0 : ∀ k, k < j → L i k = 0 := by
          intro k hk
          have hk' : (k : ℕ) < (j : ℕ) := hk
          exact ih k (by omega) k rfl (by omega)
        have e := h.entry_eq h0
        rw [hS j hj] at e
        -- the pivot is nonzero, so the other factor vanishes
        have hd : L j j ≠ 0 := by
          obtain ⟨r, hr, hL⟩ := h.diag_pos j
          rw [hL]
          exact RCLike.ofReal_ne_zero.mpr hr.ne'
        exact (mul_eq_zero.mp e.symm).resolve_right (star_ne_zero.mpr hd)
    exact fun j hj => key j j rfl hj
  · intro hL j hj
    rw [h.entry_eq (fun k hk => hL k (lt_trans (Fin.lt_def.mp hk) hj)), hL j hj, zero_mul]

/-- Band preservation: a matrix has half-bandwidth `b` exactly when its Cholesky factor has no
nonzero entry more than `b` places below the diagonal. -/
theorem IsCholeskyFactor.hasBandwidth_iff {L S : Matrix (Fin n) (Fin n) 𝕜}
    (h : IsCholeskyFactor L S) (b : ℕ) :
    HasBandwidth b S ↔ ∀ i j : Fin n, (j : ℕ) + b < i → L i j = 0 := by
  constructor
  · intro hS i j hij
    exact (h.row_envelope i ((i : ℕ) - b)).mp
      (fun k hk => hS i k (Or.inr (by omega))) j (by omega)
  · intro hL
    have low : ∀ i j : Fin n, (j : ℕ) + b < i → S i j = 0 := by
      intro i j hij
      exact (h.row_envelope i ((i : ℕ) - b)).mpr
        (fun k hk => hL i k (by omega)) j (by omega)
    -- the upper half follows from Hermiticity
    have herm : Sᴴ = S := by
      rw [h.factor, Matrix.conjTranspose_mul, Matrix.conjTranspose_conjTranspose]
    intro i j hij
    rcases hij with hij | hij
    · rw [← herm, Matrix.conjTranspose_apply, low j i hij, star_zero]
    · exact low i j hij

/-- For a real overlap matrix `S = L Lᵀ` with `S i j = 0` whenever `|i - j| > b`, the Cholesky
factor satisfies `L i j = 0` whenever `i - j > b`. -/
theorem real_overlap_no_fill {L S : Matrix (Fin n) (Fin n) ℝ} (b : ℕ)
    (lower : ∀ i j, i < j → L i j = 0) (diag : ∀ i, 0 < L i i) (factor : S = L * Lᵀ)
    (band : ∀ i j : Fin n, (b : ℤ) < |(i : ℤ) - (j : ℤ)| → S i j = 0)
    (i j : Fin n) (hij : (b : ℤ) < (i : ℤ) - (j : ℤ)) : L i j = 0 := by
  have h : IsCholeskyFactor L S :=
    ⟨lower, fun k => ⟨L k k, diag k, rfl⟩, by
      rw [factor, Matrix.conjTranspose_eq_transpose_of_trivial]⟩
  refine (h.hasBandwidth_iff b).mp ?_ i j (by omega)
  intro k l hkl
  apply band k l
  rw [lt_abs]
  omega

/-- For a matrix of half-bandwidth `b`, the sum that gives `S i j` from the Cholesky factor
runs only over the columns `k` with `i - b ≤ k ≤ j`. -/
theorem IsCholeskyFactor.banded_sum {L S : Matrix (Fin n) (Fin n) 𝕜}
    (h : IsCholeskyFactor L S) {b : ℕ} (hS : HasBandwidth b S) (i j : Fin n) :
    S i j = ∑ k ∈ Finset.univ.filter (fun k : Fin n => k ≤ j ∧ (i : ℕ) ≤ k + b),
      L i k * star (L j k) := by
  have hL := (h.hasBandwidth_iff b).mp hS
  rw [h.factor, Matrix.mul_apply]
  symm
  apply Finset.sum_subset (Finset.filter_subset _ _)
  intro k _ hk
  by_cases hkj : k ≤ j
  · have hik : (k : ℕ) + b < i := by
      by_contra hc
      exact hk (Finset.mem_filter.mpr ⟨Finset.mem_univ k, hkj, not_lt.mp hc⟩)
    rw [hL i k hik, zero_mul]
  · rw [h.lower j k (not_le.mp hkj), star_zero, mul_zero]

/-- A real 4 × 4 matrix of half-bandwidth 2. -/
def fillS : Matrix (Fin 4) (Fin 4) ℝ :=
  !![1, 1, 1, 0; 1, 2, 0, 1; 1, 0, 3, 0; 0, 1, 0, 3]

/-- A real 4 × 4 lower triangular matrix with unit diagonal. -/
def fillL : Matrix (Fin 4) (Fin 4) ℝ :=
  !![1, 0, 0, 0; 1, 1, 0, 0; 1, -1, 1, 0; 0, 1, 1, 1]

/-- Fill inside the band does occur: `fillS` has half-bandwidth 2 and Cholesky factor `fillL`,
and at row 2, column 1 (counted from 0) the matrix vanishes while the factor does not. -/
theorem fill_inside_band :
    IsCholeskyFactor fillL fillS ∧ HasBandwidth 2 fillS ∧
      fillS 2 1 = 0 ∧ fillL 2 1 ≠ 0 := by
  refine ⟨⟨?_, ?_, ?_⟩, ?_, ?_, ?_⟩
  · intro i j hij
    fin_cases i <;> fin_cases j <;> simp [fillL] at hij ⊢
  · intro i
    refine ⟨1, one_pos, ?_⟩
    fin_cases i <;> simp [fillL]
  · ext i j
    fin_cases i <;> fin_cases j <;>
      simp [fillS, fillL, Matrix.mul_apply, Fin.sum_univ_four] <;> norm_num
  · intro i j hij
    fin_cases i <;> fin_cases j <;> simp [fillS] at hij ⊢
  · simp [fillS]
  · simp [fillL]

/-- With a zero on the diagonal of `L` band preservation can fail: a lower triangular `L` with a
nonzero entry below the diagonal can have a diagonal product `L Lᵀ`. -/
theorem zero_pivot_counterexample :
    (!![0, 0; 1, 0] : Matrix (Fin 2) (Fin 2) ℝ) * (!![0, 0; 1, 0] : Matrix (Fin 2) (Fin 2) ℝ)ᵀ
      = !![0, 0; 0, 1] := by
  ext i j
  fin_cases i <;> fin_cases j <;> simp [Matrix.mul_apply, Fin.sum_univ_two]

end BandedCholesky
```

```lean
#print axioms BandedCholesky.real_overlap_no_fill
#print axioms BandedCholesky.IsCholeskyFactor.banded_sum
#print axioms BandedCholesky.fill_inside_band
#print axioms BandedCholesky.zero_pivot_counterexample
```

```
'BandedCholesky.real_overlap_no_fill' depends on axioms: [propext, Classical.choice, Quot.sound]
'BandedCholesky.IsCholeskyFactor.banded_sum' depends on axioms: [propext, Classical.choice, Quot.sound]
'BandedCholesky.fill_inside_band' depends on axioms: [propext, Classical.choice, Quot.sound]
'BandedCholesky.zero_pivot_counterexample' depends on axioms: [propext, Classical.choice, Quot.sound]
```

## Banded matrices and their factors

The matrices are n × n with entries in `𝕜`, which is ℝ or ℂ. Rows and columns are labelled by `Fin n`, that is, by 0, …, n − 1. In the complex case the transpose becomes the conjugate transpose, written Lᴴ, and the factorisation reads S = L Lᴴ.

`IsCholeskyFactor L S` collects three conditions: L vanishes above its diagonal, each diagonal entry is a positive real number, and S = L Lᴴ. The second condition is spelled out as the existence of a real r > 0 with L_ii = r, because a complex entry has to be real before it can be called positive. The factor is given; the file does not construct it from S. Positive definiteness of S is not a separate hypothesis, since it follows from the three conditions.

`HasBandwidth b S` says that S_ij = 0 whenever i and j differ by more than b. It is an upper bound on the width, so a diagonal matrix has half-bandwidth b for every b. The condition is written with sums, `(i : ℕ) + b < j` or `(j : ℕ) + b < i`, which avoids subtraction of natural numbers.

The main theorem, `IsCholeskyFactor.hasBandwidth_iff`, is an equivalence: S has half-bandwidth b exactly when L_ij = 0 for all i > j + b. `real_overlap_no_fill` is the forward direction for real matrices in the usual notation, with S = L Lᵀ, the band given by |i − j| > b and the conclusion by i − j > b. There the differences are taken in the integers.

Behind the band theorem stands a sharper statement about single rows, `IsCholeskyFactor.row_envelope`. For any row i and any number p, the first p entries of that row vanish in S exactly when they vanish in L. Each row therefore keeps its own starting column, even if the width varies from row to row. This is the property on which envelope, or skyline, storage rests.

## Overlap integrals and orthogonalised basis functions

In an electronic-structure calculation S is the overlap matrix of the basis functions φ_0, …, φ_(n−1):

S_ij = ⟨φ_i|φ_j⟩

It is banded if the functions have strictly finite range and are numbered along a line, as with B-splines on a radial grid or atomic orbitals cut off at a finite radius along a chain. The bandwidth depends on the numbering: the same functions in another order can give a much wider band.

The factor L has a meaning of its own. Let q_0, …, q_(n−1) be the orthonormal functions that the Gram–Schmidt procedure produces from the basis in the given order. Then

L_ij = ⟨φ_i|q_j⟩

and L_jj is the norm of what remains of φ_j after its projection onto the earlier functions has been removed. A positive diagonal thus stands for a linearly independent basis.

The row statement becomes geometric in this picture. The first p basis functions and the first p orthonormal functions span the same space, so φ_i is orthogonal to all of the former exactly when it is orthogonal to all of the latter.

For a finite basis whose overlap matrix is exactly banded, the result means that L fits into b + 1 diagonals when the generalised eigenvalue problem H c = E S c, with the Hermitian Hamiltonian matrix H, the coefficient vector c and the energy E, is reduced to standard form. The inverse of L, which also enters that reduction, is in general not banded. The overlaps of Gaussian functions decay with distance but, apart from zeros due to symmetry, do not in general vanish. If small entries are set to zero to obtain a narrow band, the theorem applies to the truncated matrix, provided that this matrix still has a Cholesky factor.

## One row, column by column

Written out in entries, the factorisation is

S_ij = Σ_k L_ik conj(L_jk), with k from 0 to n − 1.

The terms with k > j vanish because L is lower triangular, so that L_jk = 0. Suppose in addition that row i of L vanishes to the left of column j, that is, L_ik = 0 for all k < j. Then the terms with k < j vanish as well, and only k = j is left:

S_ij = L_ij conj(L_jj)

This is `IsCholeskyFactor.entry_eq`. Its proof isolates the term k = j with `Finset.sum_eq_single` and treats k < j and k > j as above. The positive diagonal is not needed yet.

Now let the first p entries of row i of S be zero. At column 0 nothing lies to the left, so the one-term formula holds and gives

0 = S_i0 = L_i0 conj(L_00)

Since L_00 > 0, it follows that L_i0 = 0. At column 1 the entry to the left is now known to vanish, the formula holds again, and L_i1 = 0 follows in the same way. The argument continues up to column p − 1. In general, if L_ik = 0 for all k < j and j < p, then

0 = S_ij = L_ij conj(L_jj)

and division by the nonzero L_jj gives L_ij = 0.

In `row_envelope` this is the statement `key`, proved by strong induction on the column number m. The induction hypothesis supplies `h0`, the vanishing of the entries to the left. The equation `e` is the one-term formula with S_ij replaced by zero, and `hd` says that the diagonal entry is nonzero. A product that vanishes while its second factor does not must have a vanishing first factor.

The converse needs no induction. If the first p entries of row i of L vanish, then for each j < p the entries to the left of column j vanish too, and the formula gives

S_ij = 0 · conj(L_jj) = 0

## From rows to the band

An entry in row i lies more than b places below the diagonal when j + b < i, which is the same as j < i − b. These are the first i − b entries of the row, so the band theorem is the row statement with p = i − b. If i ≤ b, the row has no such entries; the truncated subtraction of natural numbers then gives p = 0, and nothing is claimed.

This settles the forward direction of `hasBandwidth_iff`. For the backward direction the row statement gives S_ij = 0 only below the band, and the entries above it follow from Hermiticity:

Sᴴ = (L Lᴴ)ᴴ = L Lᴴ = S, hence S_ij = conj(S_ji)

In the Lean proof these two parts are called `low` and `herm`, and `omega` does the arithmetic with the indices. The real version puts its hypotheses into an `IsCholeskyFactor`, using that the conjugate transpose of a real matrix is its transpose, and then translates the absolute value into the two inequalities of `HasBandwidth`.

Once L is known to be banded, the sum for S_ij can be shortened at both ends. Terms with k > j vanish by triangularity and terms with k < i − b by the band theorem, which leaves

S_ij = Σ_k L_ik conj(L_jk), with i − b ≤ k ≤ j.

This is `IsCholeskyFactor.banded_sum`, proved by showing that every term left out is zero. On and below the diagonal the sum has at most b + 1 terms. For i − b ≤ j < i, solving it for the last term gives the inner loop of a banded Cholesky routine:

L_ij = (S_ij − Σ_k L_ik conj(L_jk)) / L_jj, with i − b ≤ k < j.

## Zeros that do not survive

The theorem protects only those zeros of a row that come before its first nonzero entry. In `fillS`, row 2 is (1, 0, 3, 0), so the zero in column 1 has a nonzero entry to its left. With the entries of `fillL` the sum is

S_21 = L_20 L_10 + L_21 L_11 = 1 · 1 + (−1) · 1 = 0

Two nonzero products cancel, and L_21 = −1 although S_21 = 0. The theorem `fill_inside_band` confirms entry by entry that `fillL` is a Cholesky factor of `fillS`, that `fillS` has half-bandwidth 2, and that this position is filled. Room for the nonzero entries of S alone is therefore not always enough to store L. Room for the whole band is always enough, and so is room for each row from its first nonzero entry in S up to the diagonal.

`zero_pivot_counterexample` shows what the positive diagonal contributes. Its lower triangular matrix has L_00 = 0 and L_10 = 1, and the product L Lᵀ is diagonal with entries 0 and 1. The one-term formula still holds,

S_10 = L_10 L_00 = 1 · 0 = 0

but it no longer determines L_10. In terms of basis functions, S_00 = 0 means that φ_0 has norm zero, which is the simplest case of a linearly dependent basis.

## The same zeros in L D Lᴴ

The argument carries over to the factorisation S = L D Lᴴ, where L is lower triangular with ones on its diagonal and D is diagonal with real nonzero entries d_j. If row i of L vanishes to the left of column j, then

S_ij = Σ_k L_ik d_k conj(L_jk) = L_ij d_j

and since d_j ≠ 0, the columns can be cleared from left to right as before. This variant is argued here by hand and has no theorem in the file. The signs of the d_j play no part, so S may be indefinite. The result then covers a shifted matrix H − σS with banded H and S and a real shift σ, whenever such a factorisation exists without row and column exchanges.
